# A spin-3/2 component along any real unit vector has eigenvalues 3/2, 1/2, −1/2 and −3/2

## Spin 1/2: the square forgets the direction

Take a spin 1/2 and a real vector $n=(n_0,n_1,n_2)$, whose entries are the $x$, $y$ and $z$ components. With $\hbar=1$, the spin component along $n$ is

$$
\frac12\begin{pmatrix} c & w\\ v & -c\end{pmatrix},\qquad c=n_2,\quad v=n_0+i n_1,\quad w=n_0-i n_1 .
$$

Squaring it gives $c^2+vw$ on the diagonal and $cw-wc=0$ off it, all divided by 4. Since $vw=n_0^2+n_1^2$, the square is $|n|^2/4$ times the identity. For a unit vector, every eigenvalue $m$ therefore satisfies $m^2=1/4$, whichever way $n$ points.

For spin 3/2 the square is no longer a multiple of the identity, because $m^2$ can be $1/4$ or $9/4$. Two factors are needed instead of one, but the components of $n$ again enter the result only through $c^2+vw$, the squared length.

## The spin-3/2 component in ladder form

Order the basis by decreasing $J_z$ eigenvalue, $3/2,1/2,-1/2,-3/2$. The raising operator $J_+$ has the matrix elements $\sqrt3,2,\sqrt3$ just above the diagonal, and $J_-$ is its transpose. From $J_x=(J_++J_-)/2$ and $J_y=(J_+-J_-)/(2i)$,

$$
N=n_0J_x+n_1J_y+n_2J_z=cJ_z+\tfrac12\,(wJ_++vJ_-),
$$

with the same $c,v,w$ as before. Written out,

$$
N=\begin{pmatrix}
\frac{3c}{2}&\frac{\sqrt3\,w}{2}&0&0\\
\frac{\sqrt3\,v}{2}&\frac c2&w&0\\
0&v&-\frac c2&\frac{\sqrt3\,w}{2}\\
0&0&\frac{\sqrt3\,v}{2}&-\frac{3c}{2}
\end{pmatrix}.
$$

Let $r=c^2+vw$. For a real vector, $r=|n|^2$.

## What is claimed

For every real unit vector $n$,

$$
\left(N^2-\tfrac14\right)\left(N^2-\tfrac94\right)=0,
$$

and a complex number $m$ is an eigenvalue of $N$ exactly when it is one of $\tfrac32,\tfrac12,-\tfrac12,-\tfrac32$.

The identity alone gives one direction of the second claim: applied to an eigenvector $\psi$, it becomes $(m^2-\frac14)(m^2-\frac94)\psi=0$, which restricts $m$ to the four values. It does not show that all four occur, since half the identity matrix satisfies the same equation. The determinant settles that.

## The quartic identity by hand

Multiplying $N$ by itself gives

$$
N^2=\begin{pmatrix}
\frac{9c^2+3vw}{4}&\sqrt3\,wc&\frac{\sqrt3\,w^2}{2}&0\\
\sqrt3\,vc&\frac{c^2+7vw}{4}&0&\frac{\sqrt3\,w^2}{2}\\
\frac{\sqrt3\,v^2}{2}&0&\frac{c^2+7vw}{4}&-\sqrt3\,wc\\
0&\frac{\sqrt3\,v^2}{2}&-\sqrt3\,vc&\frac{9c^2+3vw}{4}
\end{pmatrix}.
$$

Call its off-diagonal part $K$, and set $a=2c^2+\frac12vw$ and $b=\frac32vw$. Subtracting multiples of $r$ from the diagonal gives

$$
N^2-\tfrac r4=D+K,\qquad N^2-\tfrac{9r}4=-D'+K,
$$

where $D=\mathrm{diag}(a,b,b,a)$ and $D'=\mathrm{diag}(b,a,a,b)$. The product is

$$
(D+K)(-D'+K)=-DD'+(DK-KD')+K^2 .
$$

Each part can be evaluated separately.

- The diagonal product is $DD'=ab$ times the identity.
- Number the basis states 0 to 3. Then $K$ connects only the outer states 0 and 3 with the inner states 1 and 2. An entry of $K$ from an inner to an outer state is multiplied by $a$ in both $DK$ and $KD'$; an entry in the other direction is multiplied by $b$ in both. Hence $DK=KD'$.
- In $K^2$ the off-diagonal entries cancel in pairs. Each diagonal entry is $(\sqrt3)^2\left(vwc^2+\frac14v^2w^2\right)=\frac32vw\left(2c^2+\frac12vw\right)=ab$.

The sum is zero, so

$$
\left(N^2-\tfrac r4\right)\left(N^2-\tfrac{9r}4\right)=0 .
$$

Setting $r=1$ gives the claim for a unit vector.

## The determinant and the four eigenvalues

Expand the determinant of the tridiagonal matrix $m-N$ about the central link between states 1 and 2. The result is the product of the two $2\times2$ corner determinants, minus $vw$ times the product of the outer diagonal entries:

$$
\det(m-N)=PQ-vw\left(m^2-\tfrac94c^2\right),
$$

where

$$
P=m^2-2cm+\tfrac34(c^2-vw),\qquad Q=m^2+2cm+\tfrac34(c^2-vw).
$$

Here $PQ=\left(m^2+\frac34(c^2-vw)\right)^2-4c^2m^2$. Collecting powers of $m$, the coefficient of $m^2$ is $\frac32(c^2-vw)-4c^2-vw=-\frac52r$. The constant term is $\frac9{16}\left[(c^2-vw)^2+4c^2vw\right]=\frac9{16}r^2$. Therefore

$$
\det(m-N)=m^4-\tfrac52rm^2+\tfrac9{16}r^2=\left(m^2-\tfrac r4\right)\left(m^2-\tfrac{9r}4\right).
$$

For $r=1$ this splits into

$$
\left(m-\tfrac32\right)\left(m-\tfrac12\right)\left(m+\tfrac12\right)\left(m+\tfrac32\right).
$$

A nonzero $\psi$ with $N\psi=m\psi$ is a nonzero vector annihilated by $m-N$. Such a vector exists exactly when the determinant vanishes, which happens at the four stated values and nowhere else.

## Rotating a spin in a program

For an isolated spin 3/2 with only a linear Zeeman term and an isotropic $g$ factor, $H=\omega N$, where $\omega$ is the Larmor angular frequency and $n$ the unit field direction, the levels are $\pm\omega/2$ and $\pm3\omega/2$ for every field direction. Zero-field or quadrupole splitting would add terms that this model leaves out.

The time evolution is a rotation by $\theta=\omega t$. Interpolating the exponential on the four eigenvalues, a further step that the file does not contain, gives

$$
\begin{aligned}
e^{-i\theta N}={}&\tfrac12\cos\tfrac{3\theta}2\left(N^2-\tfrac14\right)-\tfrac12\cos\tfrac\theta2\left(N^2-\tfrac94\right)\\
&-iN\left[\tfrac13\sin\tfrac{3\theta}2\left(N^2-\tfrac14\right)-\sin\tfrac\theta2\left(N^2-\tfrac94\right)\right].
\end{aligned}
$$

A program can form $N$ and $N^2$ once and evaluate the propagator at any time without diagonalising. At $\theta=2\pi$ the expression returns minus the identity whatever matrix is inserted for $N$, so that value tests neither $N$ nor the prefactors of the sine terms. The norm of the quartic product, which should vanish up to rounding, tests the matrix $N$ itself: a wrong factor in one off-diagonal entry will generally show up for a tilted $n$, even though $n$ along $z$ would hide it.

## Reading the Lean statements

`Jx`, `Jy` and `Jz` are explicit $4\times4$ complex matrices in units of $\hbar$, with the basis order and phases used above. The theorem `commutation_relations` confirms $[J_x,J_y]=iJ_z$ and its two cyclic companions, and the diagonal of `Jz` identifies the spin as 3/2.

A direction is a function `n : Fin 3 → ℝ`, so its components are `n 0`, `n 1` and `n 2`, matching $n_0,n_1,n_2$ here. `spinAlong n` is the matrix $N$. The hypothesis `hn` says that the squared components sum to 1, which makes $N$ the component along a direction, with no additional scale factor.

In `spinAlong_quartic`, the expression `(1 / 4 : ℂ) • 1` is one quarter of the identity matrix. In `spinAlong_eigenvalue_iff`, being an eigenvalue means that some `ψ ≠ 0` satisfies `spinAlong n *ᵥ ψ = m • ψ`, where `*ᵥ` applies a matrix to a vector. The vector need not be normalised. The number `m` ranges over all complex numbers, so the reality of the eigenvalues is part of the conclusion.

The theorem `ladderForm_quartic` holds for arbitrary complex $c,v,w$, without requiring a Hermitian matrix. Substituting the parameters of a real vector of any length gives the identity with $1/4$ and $9/4$ multiplied by $|n|^2$, including the trivial case $n=0$. The theorems concern this one spin and these matrices; they make no statement about general $j$ or about the form of the eigenvectors.

## The complete file

```lean
import Mathlib

open Matrix Complex

namespace SpinThreeHalves

noncomputable section

/-- The spin-3/2 matrix of the x component, in units of ħ. -/
def Jx : Matrix (Fin 4) (Fin 4) ℂ :=
  !![0, (√3 : ℝ) / 2, 0, 0;
     (√3 : ℝ) / 2, 0, 1, 0;
     0, 1, 0, (√3 : ℝ) / 2;
     0, 0, (√3 : ℝ) / 2, 0]

/-- The spin-3/2 matrix of the y component, in units of ħ. -/
def Jy : Matrix (Fin 4) (Fin 4) ℂ :=
  !![0, -I * (√3 : ℝ) / 2, 0, 0;
     I * (√3 : ℝ) / 2, 0, -I, 0;
     0, I, 0, -I * (√3 : ℝ) / 2;
     0, 0, I * (√3 : ℝ) / 2, 0]

/-- The spin-3/2 matrix of the z component, in units of ħ. -/
def Jz : Matrix (Fin 4) (Fin 4) ℂ :=
  !![3 / 2, 0, 0, 0;
     0, 1 / 2, 0, 0;
     0, 0, -1 / 2, 0;
     0, 0, 0, -3 / 2]

/-- The spin component `n 0 • Jx + n 1 • Jy + n 2 • Jz` along a real vector `n`. -/
def spinAlong (n : Fin 3 → ℝ) : Matrix (Fin 4) (Fin 4) ℂ :=
  (n 0 : ℂ) • Jx + (n 1 : ℂ) • Jy + (n 2 : ℂ) • Jz

/-- The tridiagonal matrix with `c` times the z component on the diagonal, and with
raising and lowering parts weighted by `w` and `v`. -/
def ladderForm (c v w : ℂ) : Matrix (Fin 4) (Fin 4) ℂ :=
  !![3 * c / 2, (√3 : ℝ) * w / 2, 0, 0;
     (√3 : ℝ) * v / 2, c / 2, w, 0;
     0, v, -c / 2, (√3 : ℝ) * w / 2;
     0, 0, (√3 : ℝ) * v / 2, -3 * c / 2]

/-- The square of the complex number √3 is 3. -/
lemma sqrt_three_sq : ((√3 : ℝ) : ℂ) ^ 2 = 3 := by
  have h : (√3 : ℝ) ^ 2 = 3 := Real.sq_sqrt (by norm_num)
  exact_mod_cast h

/-- The three matrices obey the angular momentum commutation relations. -/
theorem commutation_relations :
    Jx * Jy - Jy * Jx = I • Jz ∧ Jy * Jz - Jz * Jy = I • Jx ∧
      Jz * Jx - Jx * Jz = I • Jy := by
  have hs := sqrt_three_sq
  refine ⟨?_, ?_, ?_⟩
  -- the diagonal entries of the first relation use (√3)² = 3
  · ext i j
    fin_cases i <;> fin_cases j <;>
      simp [Jx, Jy, Jz] <;>
      first
        | ring1
        | linear_combination (I / 2) * hs
        | linear_combination (-I / 2) * hs
  · ext i j
    fin_cases i <;> fin_cases j <;>
      simp [Jx, Jy, Jz] <;> ring1
  -- the last relation uses i² = -1
  · ext i j
    fin_cases i <;> fin_cases j <;>
      simp [Jx, Jy, Jz] <;>
      first
        | ring1
        | linear_combination (((√3 : ℝ) : ℂ) / 2) * I_sq
        | linear_combination (-((√3 : ℝ) : ℂ) / 2) * I_sq

/-- A spin component in ladder form: the transverse part of `n` enters through `n 0 + n 1 * I` and
`n 0 - n 1 * I`. -/
theorem spinAlong_eq_ladderForm (n : Fin 3 → ℝ) :
    spinAlong n = ladderForm (n 2) (n 0 + n 1 * I) (n 0 - n 1 * I) := by
  ext i j
  fin_cases i <;> fin_cases j <;>
    simp [spinAlong, ladderForm, Jx, Jy, Jz] <;> ring1

/-- The ladder parameters of a real vector reproduce its squared length. -/
lemma ladder_length (n : Fin 3 → ℝ) :
    (n 2 : ℂ) ^ 2 + (n 0 + n 1 * I) * (n 0 - n 1 * I)
      = (n 0 : ℂ) ^ 2 + (n 1 : ℂ) ^ 2 + (n 2 : ℂ) ^ 2 := by
  linear_combination (-(n 1 : ℂ) ^ 2) * I_sq

/-- The square of the ladder form, written out entry by entry. -/
lemma ladderForm_sq (c v w : ℂ) :
    ladderForm c v w ^ 2 =
      !![9 * c ^ 2 / 4 + 3 * (v * w) / 4, (√3 : ℝ) * w * c, (√3 : ℝ) * w ^ 2 / 2, 0;
         (√3 : ℝ) * v * c, c ^ 2 / 4 + 7 * (v * w) / 4, 0, (√3 : ℝ) * w ^ 2 / 2;
         (√3 : ℝ) * v ^ 2 / 2, 0, c ^ 2 / 4 + 7 * (v * w) / 4, -(√3 : ℝ) * w * c;
         0, (√3 : ℝ) * v ^ 2 / 2, -(√3 : ℝ) * v * c,
           9 * c ^ 2 / 4 + 3 * (v * w) / 4] := by
  have hs := sqrt_three_sq
  rw [pow_two]
  ext i j
  fin_cases i <;> fin_cases j <;>
    simp [ladderForm, Matrix.mul_apply, Fin.sum_univ_four] <;>
    first
      | ring1
      | linear_combination (v * w / 4) * hs

/-- The quartic identity for the ladder form with arbitrary complex parameters. -/
theorem ladderForm_quartic (c v w : ℂ) :
    (ladderForm c v w ^ 2 - ((c ^ 2 + v * w) / 4) • 1) *
      (ladderForm c v w ^ 2 - (9 * (c ^ 2 + v * w) / 4) • 1) = 0 := by
  have hs := sqrt_three_sq
  rw [ladderForm_sq]
  ext i j
  fin_cases i <;> fin_cases j <;>
    simp [Matrix.mul_apply, Fin.sum_univ_four] <;>
    first
      | ring1
      | linear_combination (v * w * c ^ 2 + v ^ 2 * w ^ 2 / 4) * hs

/-- The characteristic polynomial of the ladder form, evaluated at `m`. -/
theorem ladderForm_det (c v w m : ℂ) :
    (m • 1 - ladderForm c v w).det =
      (m ^ 2 - (c ^ 2 + v * w) / 4) * (m ^ 2 - 9 * (c ^ 2 + v * w) / 4) := by
  have hs := sqrt_three_sq
  -- write out the matrix before expanding its determinant
  have hM : m • 1 - ladderForm c v w =
      !![m - 3 * c / 2, -((√3 : ℝ) * w / 2), 0, 0;
         -((√3 : ℝ) * v / 2), m - c / 2, -w, 0;
         0, -v, m - -c / 2, -((√3 : ℝ) * w / 2);
         0, 0, -((√3 : ℝ) * v / 2), m - -3 * c / 2] := by
    ext i j
    fin_cases i <;> fin_cases j <;> simp [ladderForm] <;> ring1
  rw [hM]
  simp [Matrix.det_succ_row_zero, Fin.sum_univ_succ, Fin.succAbove]
  linear_combination (-(v * w / 4) * (3 * c ^ 2 / 2 + 2 * m ^ 2)
    + (v * w / 4) ^ 2 * (((√3 : ℝ) : ℂ) ^ 2 + 3)) * hs

/-- For every real unit vector `n`, the spin-3/2 component `N` along `n` satisfies
`(N² - 1/4)(N² - 9/4) = 0`. -/
theorem spinAlong_quartic (n : Fin 3 → ℝ) (hn : n 0 ^ 2 + n 1 ^ 2 + n 2 ^ 2 = 1) :
    (spinAlong n ^ 2 - (1 / 4 : ℂ) • 1) * (spinAlong n ^ 2 - (9 / 4 : ℂ) • 1) = 0 := by
  have hc : (n 0 : ℂ) ^ 2 + (n 1 : ℂ) ^ 2 + (n 2 : ℂ) ^ 2 = 1 := by exact_mod_cast hn
  have h := ladderForm_quartic (n 2) (n 0 + n 1 * I) (n 0 - n 1 * I)
  rw [ladder_length, hc, mul_one, ← spinAlong_eq_ladderForm] at h
  exact h

/-- Along every real unit vector, the eigenvalues of the spin-3/2 component are exactly
3/2, 1/2, -1/2 and -3/2. -/
theorem spinAlong_eigenvalue_iff (n : Fin 3 → ℝ)
    (hn : n 0 ^ 2 + n 1 ^ 2 + n 2 ^ 2 = 1) (m : ℂ) :
    (∃ ψ : Fin 4 → ℂ, ψ ≠ 0 ∧ spinAlong n *ᵥ ψ = m • ψ) ↔
      m = 3 / 2 ∨ m = 1 / 2 ∨ m = -1 / 2 ∨ m = -3 / 2 := by
  have hc : (n 0 : ℂ) ^ 2 + (n 1 : ℂ) ^ 2 + (n 2 : ℂ) ^ 2 = 1 := by exact_mod_cast hn
  -- for a unit vector the characteristic polynomial splits into four linear factors
  have hdet : (m • 1 - spinAlong n).det =
      (m - 3 / 2) * ((m - 1 / 2) * ((m - -1 / 2) * (m - -3 / 2))) := by
    rw [spinAlong_eq_ladderForm, ladderForm_det, ladder_length, hc]
    ring
  -- an eigenvector is a nonzero vector annihilated by m - N
  have key : (∃ ψ : Fin 4 → ℂ, ψ ≠ 0 ∧ spinAlong n *ᵥ ψ = m • ψ) ↔
      (m • 1 - spinAlong n).det = 0 := by
    rw [← Matrix.exists_mulVec_eq_zero_iff]
    refine exists_congr fun ψ => and_congr_right fun _ => ?_
    rw [Matrix.sub_mulVec, Matrix.smul_mulVec, Matrix.one_mulVec, sub_eq_zero]
    exact eq_comm
  rw [key, hdet]
  simp only [mul_eq_zero, sub_eq_zero]

end

end SpinThreeHalves
```

```lean
#print axioms SpinThreeHalves.commutation_relations
#print axioms SpinThreeHalves.spinAlong_quartic
#print axioms SpinThreeHalves.spinAlong_eigenvalue_iff
```

```
'SpinThreeHalves.commutation_relations' depends on axioms: [propext, Classical.choice, Quot.sound]
'SpinThreeHalves.spinAlong_quartic' depends on axioms: [propext, Classical.choice, Quot.sound]
'SpinThreeHalves.spinAlong_eigenvalue_iff' depends on axioms: [propext, Classical.choice, Quot.sound]
```

## From matrix entries to the spectrum

Most of the matrix lemmas are proved entry by entry. `ext i j` reduces an equality of matrices to an equality of entries, `fin_cases` lists the sixteen positions, and `simp` evaluates both sides. `ring1` then closes the entries that are polynomial identities. Where an entry also needs $(\sqrt3)^2=3$, supplied by `sqrt_three_sq`, `linear_combination` states the multiple of that equation to add. In the commutators, some entries use $i^2=-1$ in the same way.

`spinAlong_eq_ladderForm` is the passage from Cartesian components to $c,v,w$, and `ladder_length` is the identity $c^2+vw=|n|^2$. `ladderForm_sq` records the matrix $N^2$ displayed above.

`ladderForm_quartic` multiplies the two factors directly, without naming $D$, $D'$ and $K$. The manual calculation is still visible in its last line: the coefficient `v * w * c ^ 2 + v ^ 2 * w ^ 2 / 4` is what multiplies $(\sqrt3)^2$ in each diagonal entry of $K^2$. Replacing that square by 3 makes those entries cancel against $-ab$.

`ladderForm_det` first writes out $m-N$ and then expands along the first row, where the manual derivation expanded about the central link. The expansion contains both $(\sqrt3)^2$ and $(\sqrt3)^4$. The factor `((√3 : ℝ) : ℂ) ^ 2 + 3` in the final combination deals with the fourth power, since $(s^2+3)(s^2-3)=s^4-9$.

`spinAlong_quartic` specialises the general identity to a real vector. `exact_mod_cast` carries the unit-length condition from real to complex numbers, and the rewrites replace $c^2+vw$ by 1 and the ladder form by `spinAlong n`.

The eigenvalue theorem has two intermediate facts. `hdet` is the determinant split into four linear factors. `key` is the equivalence between an eigenvector and a vanishing determinant; it rests on Mathlib's `Matrix.exists_mulVec_eq_zero_iff`, after $(m-N)\psi=0$ has been rearranged into $N\psi=m\psi$. The last `simp only` uses the fact that a product of complex numbers vanishes exactly when one of its factors does, which turns the four factors into the four eigenvalues and proves both directions together.
